# Spin-1/2 Heisenberg ferromagnet on a finite graph: Hv = 0 exactly when v is unchanged by the swap on every positive bond

The Hamiltonian is H = Σ_b J_b (1/4 − Sᵢ·Sⱼ) with ħ = 1 and real couplings. The statement in the title is for J_b ≥ 0, where 0 is the lowest eigenvalue of H, and a positive bond is one with J_b > 0. The graph is represented by a finite set E of ordered pairs b = (i,j), and every theorem about H on a general graph assumes i ≠ j (`hE`). A loop would spoil positivity: Sᵢ·Sᵢ = 3/4, so a single site with a loop of coupling 1 has H = −1/2, although every state is invariant under the trivial swap. If both (i,j) and (j,i) are in E, both terms count.

```lean
import Mathlib

open Matrix
open scoped ComplexOrder

namespace HeisenbergFerromagnet

noncomputable section
```

## Spins, swaps and the Hamiltonian

A configuration s assigns 0 (up) or 1 (down) to each site, and a state v assigns a complex amplitude v(s) to each configuration. States need not be normalised.

```lean
/-- A spin configuration: each site is up (`0`) or down (`1`). -/
abbrev Config (ι : Type*) := ι → Fin 2

/-- A state of the spin cluster: a complex amplitude for each configuration. -/
abbrev State (ι : Type*) := Config ι → ℂ

/-- Linear operators on the states of the cluster. -/
abbrev Op (ι : Type*) := Module.End ℂ (State ι)
```

The spin matrices use ħ = 1. `siteOp i A` applies the matrix A at site i only, and `spinDot i j` is Sᵢ·Sⱼ.

```lean
variable {ι : Type*} [DecidableEq ι]

/-- The spin-1/2 matrix `Sˣ`. -/
def sx : Matrix (Fin 2) (Fin 2) ℂ := !![0, 1 / 2; 1 / 2, 0]

/-- The spin-1/2 matrix `Sʸ`. -/
def sy : Matrix (Fin 2) (Fin 2) ℂ := !![0, -Complex.I / 2; Complex.I / 2, 0]

/-- The spin-1/2 matrix `Sᶻ`. -/
def sz : Matrix (Fin 2) (Fin 2) ℂ := !![1 / 2, 0; 0, -1 / 2]

/-- The 2×2 matrix `A` acting on the spin at site `i` and as the identity on all other sites. -/
def siteOp (i : ι) (A : Matrix (Fin 2) (Fin 2) ℂ) : Op ι where
  toFun v := fun s => ∑ b : Fin 2, A (s i) b * v (Function.update s i b)
  map_add' u v := by
    funext s
    simp only [Pi.add_apply, Fin.sum_univ_two]
    ring
  map_smul' c v := by
    funext s
    simp only [Pi.smul_apply, smul_eq_mul, RingHom.id_apply, Fin.sum_univ_two]
    ring

/-- The scalar product `Sᵢ · Sⱼ` of the spin operators at sites `i` and `j`. -/
def spinDot (i j : ι) : Op ι :=
  siteOp i sx * siteOp j sx + siteOp i sy * siteOp j sy + siteOp i sz * siteOp j sz
```

Let sᵇ be s with the spins at the two ends of b exchanged. The swap operator P_b, `exchange` in the code, acts as (P_b v)(s) = v(sᵇ). The Hamiltonian is isotropic and has no field term:

H = Σ_b J_b (1/4 − Sᵢ·Sⱼ)

```lean
/-- The operator that relabels the sites by the permutation `σ`. -/
def permute (σ : Equiv.Perm ι) : Op ι where
  toFun v := fun s => v (s ∘ σ)
  map_add' _ _ := rfl
  map_smul' _ _ := rfl

/-- The exchange operator `Pᵢⱼ` that swaps the spins at sites `i` and `j`. -/
def exchange (i j : ι) : Op ι := permute (Equiv.swap i j)

/-- The Heisenberg Hamiltonian `H = ∑ J(i,j) (1/4 - Sᵢ · Sⱼ)` summed over the bond set `E`. -/
def hamiltonian (E : Finset (ι × ι)) (J : ι × ι → ℝ) : Op ι :=
  ∑ b ∈ E, (J b : ℂ) • ((1 / 4 : ℂ) • (1 : Op ι) - spinDot b.1 b.2)
```

Three families of states serve as examples: equal spinors on all sites, a single flipped spin with amplitude φ(k) at site k, and the two-site singlet, whose normalised form is (↑↓ − ↓↑)/√2.

```lean
/-- The product state with the same spinor `χ` on every site. -/
def aligned [Fintype ι] (χ : Fin 2 → ℂ) : State ι := fun s => ∏ k, χ (s k)

/-- The configuration with the spin at site `k` down and all others up. -/
def oneFlip (k : ι) : Config ι := fun x => if x = k then 1 else 0

/-- The one-magnon state with amplitude `φ k` for the flipped spin to sit at site `k`. -/
def magnon [Fintype ι] (φ : ι → ℂ) : State ι :=
  fun s => ∑ k, if s = oneFlip k then φ k else 0

/-- The unnormalised two-site singlet `↑↓ - ↓↑`. -/
def singlet : State (Fin 2) :=
  fun s => (!![0, 1; -1, 0] : Matrix (Fin 2) (Fin 2) ℂ) (s 0) (s 1)
```

## Dirac's exchange identity

On parallel spins, SˣSˣ + SʸSʸ gives 0 and SᶻSᶻ gives 1/4. On antiparallel spins, the first sum exchanges them with factor 1/2 and SᶻSᶻ gives −1/4. Both cases read

Sᵢ·Sⱼ = P_b/2 − 1/4

In the proof, `key` checks the four spin pairs using I² = −1, and `e` reduces the operator product to those two spins.

```lean
variable {E : Finset (ι × ι)} {J : ι × ι → ℝ}

/-- Dirac's exchange identity: `Sᵢ · Sⱼ = Pᵢⱼ / 2 - 1/4` for two distinct sites. -/
theorem spinDot_eq_exchange {i j : ι} (h : i ≠ j) :
    spinDot i j = (1 / 2 : ℂ) • exchange i j - (1 / 4 : ℂ) • (1 : Op ι) := by
  apply LinearMap.ext
  intro v
  funext s
  have h1 : Function.update (Function.update s i (s i)) j (s j) = s := by simp
  have h2 : Function.update (Function.update s i (s j)) j (s i) = s ∘ Equiv.swap i j := by
    funext k
    by_cases hj : k = j
    · subst hj
      simp
    · by_cases hi : k = i
      · subst hi
        simp [hj]
      · simp [hi, hj, Equiv.swap_apply_of_ne_of_ne hi hj]
  have h3 : ∀ b : Fin 2, Function.update s i b j = s j :=
    fun b => Function.update_of_ne h.symm _ _
  -- the identity on the four-dimensional space of two spins
  have key : ∀ (f : Fin 2 → Fin 2 → ℂ) (x y : Fin 2),
      (∑ b, sx x b * ∑ c, sx y c * f b c) + (∑ b, sy x b * ∑ c, sy y c * f b c)
        + (∑ b, sz x b * ∑ c, sz y c * f b c) = (1 / 2 : ℂ) * f y x - (1 / 4 : ℂ) * f x y := by
    intro f x y
    have hx : ∀ z : Fin 2, z = 0 ∨ z = 1 := by decide
    have ex : sx 0 0 = 0 ∧ sx 0 1 = 1 / 2 ∧ sx 1 0 = 1 / 2 ∧ sx 1 1 = 0 :=
      ⟨rfl, rfl, rfl, rfl⟩
    have ey : sy 0 0 = 0 ∧ sy 0 1 = -Complex.I / 2 ∧ sy 1 0 = Complex.I / 2 ∧ sy 1 1 = 0 :=
      ⟨rfl, rfl, rfl, rfl⟩
    have ez : sz 0 0 = 1 / 2 ∧ sz 0 1 = 0 ∧ sz 1 0 = 0 ∧ sz 1 1 = -1 / 2 :=
      ⟨rfl, rfl, rfl, rfl⟩
    rcases hx x with rfl | rfl <;> rcases hx y with rfl | rfl <;>
      simp only [Fin.sum_univ_two, ex, ey, ez]
    · linear_combination (f 1 1 / 4) * Complex.I_sq
    · linear_combination (-(f 1 0 / 4)) * Complex.I_sq
    · linear_combination (-(f 0 1 / 4)) * Complex.I_sq
    · linear_combination (f 0 0 / 4) * Complex.I_sq
  -- a product of operators on two distinct sites acts on those two spins only
  have e : ∀ A B : Matrix (Fin 2) (Fin 2) ℂ, (siteOp i A * siteOp j B) v s
      = ∑ b : Fin 2, A (s i) b * ∑ c : Fin 2,
          B (s j) c * v (Function.update (Function.update s i b) j c) := by
    intro A B
    show ∑ b : Fin 2, A (s i) b * ∑ c : Fin 2, B (Function.update s i b j) c
        * v (Function.update (Function.update s i b) j c) = _
    simp only [h3]
  have hk := key (fun b c => v (Function.update (Function.update s i b) j c)) (s i) (s j)
  simp only [h1, h2] at hk
  show (siteOp i sx * siteOp j sx) v s + (siteOp i sy * siteOp j sy) v s
      + (siteOp i sz * siteOp j sz) v s
      = (1 / 2 : ℂ) * v (s ∘ Equiv.swap i j) - (1 / 4 : ℂ) * v s
  rw [e sx sx, e sy sy, e sz sz]
  exact hk
```

Substitution gives 1/4 − Sᵢ·Sⱼ = (1 − P_b)/2, hence

(Hv)(s) = Σ_b (J_b/2)(v(s) − v(sᵇ))

```lean
/-- On a graph without loops, the amplitude of `H v` is the sum over bonds of `J/2` times the
difference between the amplitude of `v` and its amplitude with the bond's spins swapped. -/
theorem hamiltonian_apply (hE : ∀ b ∈ E, b.1 ≠ b.2) (v : State ι) (s : Config ι) :
    hamiltonian E J v s
      = ∑ b ∈ E, (J b : ℂ) / 2 * (v s - v (s ∘ Equiv.swap b.1 b.2)) := by
  unfold hamiltonian
  rw [LinearMap.sum_apply, Finset.sum_apply]
  refine Finset.sum_congr rfl fun b hb => ?_
  rw [spinDot_eq_exchange (hE b hb)]
  show (J b : ℂ) * ((1 / 4 : ℂ) * v s
      - ((1 / 2 : ℂ) * v (s ∘ Equiv.swap b.1 b.2) - (1 / 4 : ℂ) * v s)) = _
  ring
```

## The energy as a sum of squares

For one bond, expand the overlap of (1 − P_b)u with (1 − P_b)v:

Σ_s u(s)* (v(s) − v(sᵇ)) + Σ_s u(sᵇ)* (v(sᵇ) − v(s))

Relabelling s → sᵇ turns the second sum into the first, so the overlap is twice the first sum (`bond`). Therefore

⟨u,Hv⟩ = Σ_b (J_b/4) ⟨(1 − P_b)u, (1 − P_b)v⟩

```lean
/-- On a graph without loops, the matrix element `⟨u, H v⟩` is the sum over bonds of `J/4` times the overlap of
`(1 - P) u` with `(1 - P) v`, where `P` swaps the spins of the bond. -/
theorem matrixElement_eq [Fintype ι] (hE : ∀ b ∈ E, b.1 ≠ b.2) (u v : State ι) :
    star u ⬝ᵥ hamiltonian E J v
      = ∑ b ∈ E, ((J b / 4 : ℝ) : ℂ) * ∑ s : Config ι,
          star (u s - u (s ∘ Equiv.swap b.1 b.2)) * (v s - v (s ∘ Equiv.swap b.1 b.2)) := by
  have bond : ∀ i j : ι,
      ∑ s : Config ι, star (u s - u (s ∘ Equiv.swap i j)) * (v s - v (s ∘ Equiv.swap i j))
        = 2 * ∑ s : Config ι, star (u s) * (v s - v (s ∘ Equiv.swap i j)) := by
    intro i j
    have inv : Function.Involutive (fun s : Config ι => (s ∘ Equiv.swap i j : Config ι)) := by
      intro s
      funext k
      simp
    -- reindex the sum over configurations by the swap
    have r := Equiv.sum_comp (Function.Involutive.toPerm _ inv)
      (fun s : Config ι => star (u s) * (v s - v (s ∘ Equiv.swap i j)))
    have r' : ∑ s : Config ι, star (u (s ∘ Equiv.swap i j)) * (v (s ∘ Equiv.swap i j) - v s)
        = ∑ s : Config ι, star (u s) * (v s - v (s ∘ Equiv.swap i j)) := by
      refine Eq.trans ?_ r
      refine Finset.sum_congr rfl fun s _ => ?_
      show _ = star (u (s ∘ Equiv.swap i j)) *
        (v (s ∘ Equiv.swap i j) - v ((s ∘ Equiv.swap i j) ∘ Equiv.swap i j))
      rw [show (s ∘ Equiv.swap i j) ∘ Equiv.swap i j = s from inv s]
    calc ∑ s : Config ι, star (u s - u (s ∘ Equiv.swap i j)) * (v s - v (s ∘ Equiv.swap i j))
        = ∑ s : Config ι, (star (u s) * (v s - v (s ∘ Equiv.swap i j))
            + star (u (s ∘ Equiv.swap i j)) * (v (s ∘ Equiv.swap i j) - v s)) := by
          refine Finset.sum_congr rfl fun s _ => ?_
          rw [star_sub]
          ring
      _ = 2 * ∑ s : Config ι, star (u s) * (v s - v (s ∘ Equiv.swap i j)) := by
          rw [Finset.sum_add_distrib, r']
          ring
  have h1 : star u ⬝ᵥ hamiltonian E J v = ∑ s : Config ι, ∑ b ∈ E,
      (J b : ℂ) / 2 * (star (u s) * (v s - v (s ∘ Equiv.swap b.1 b.2))) := by
    show ∑ s : Config ι, star (u s) * hamiltonian E J v s = _
    refine Finset.sum_congr rfl fun s _ => ?_
    rw [hamiltonian_apply hE, Finset.mul_sum]
    refine Finset.sum_congr rfl fun b _ => ?_
    ring
  rw [h1, Finset.sum_comm]
  refine Finset.sum_congr rfl fun b _ => ?_
  rw [bond, ← Finset.mul_sum]
  push_cast
  ring
```

Since J is real, exchanging u and v and conjugating leaves the right side unchanged, so H is Hermitian.

```lean
/-- On a graph without loops, the Hamiltonian is Hermitian: `⟨u, H v⟩ = ⟨H u, v⟩`. -/
theorem hamiltonian_hermitian [Fintype ι] (hE : ∀ b ∈ E, b.1 ≠ b.2) (u v : State ι) :
    star u ⬝ᵥ hamiltonian E J v = star (hamiltonian E J u) ⬝ᵥ v := by
  have e : star (hamiltonian E J u) ⬝ᵥ v = star (star v ⬝ᵥ hamiltonian E J u) := by
    simp only [dotProduct, star_sum, star_mul, Pi.star_apply, star_star]
  rw [e, matrixElement_eq hE u v, matrixElement_eq hE v u, star_sum]
  refine Finset.sum_congr rfl fun b _ => ?_
  have hc : star ((J b / 4 : ℝ) : ℂ) = ((J b / 4 : ℝ) : ℂ) := Complex.conj_ofReal _
  rw [star_mul', hc, star_sum]
  simp only [star_mul, star_star]
```

Setting u = v gives

⟨v,Hv⟩ = Σ_b (J_b/4) Σ_s |v(s) − v(sᵇ)|²

```lean
/-- On a graph without loops, the expectation value `⟨v, H v⟩` is the sum over bonds of `J/4` times the squared norm of
`(1 - P) v`, where `P` swaps the spins of the bond. -/
theorem energy_eq_sum_sq [Fintype ι] (hE : ∀ b ∈ E, b.1 ≠ b.2) (v : State ι) :
    star v ⬝ᵥ hamiltonian E J v
      = ((∑ b ∈ E, J b / 4 * ∑ s : Config ι,
          ‖v s - v (s ∘ Equiv.swap b.1 b.2)‖ ^ 2 : ℝ) : ℂ) := by
  have hz : ∀ z : ℂ, star z * z = ((‖z‖ ^ 2 : ℝ) : ℂ) := by
    intro z
    rw [← Complex.normSq_eq_norm_sq]
    exact Complex.normSq_eq_conj_mul_self.symm
  rw [matrixElement_eq hE v v]
  simp only [hz, Complex.ofReal_sum, Complex.ofReal_mul]
```

## Zero energy bond by bond

Let J_b ≥ 0 on E, the ferromagnetic sign. Every term is then non-negative, so ⟨v,Hv⟩ ≥ 0; in Lean, `0 ≤` on a complex number also says that it is real. If Hv = 0, each term vanishes, and J_b > 0 forces v(s) = v(sᵇ). Conversely, invariance removes every term of (Hv)(s) with J_b > 0, and the others have J_b = 0.

```lean
/-- For non-negative couplings on a finite graph without loops, `H` is Hermitian with
non-negative expectation values, and `H v = 0` exactly when `v` is invariant under the swap of
every bond with positive coupling. -/
theorem ferromagnet_ground_states [Fintype ι] (hE : ∀ b ∈ E, b.1 ≠ b.2)
    (hJ : ∀ b ∈ E, 0 ≤ J b) :
    (∀ u v : State ι, star u ⬝ᵥ hamiltonian E J v = star (hamiltonian E J u) ⬝ᵥ v) ∧
    (∀ v : State ι, 0 ≤ star v ⬝ᵥ hamiltonian E J v) ∧
    (∀ v : State ι, hamiltonian E J v = 0 ↔ ∀ b ∈ E, 0 < J b → exchange b.1 b.2 v = v) := by
  have hterm : ∀ v : State ι, ∀ b ∈ E,
      0 ≤ J b / 4 * ∑ s : Config ι, ‖v s - v (s ∘ Equiv.swap b.1 b.2)‖ ^ 2 :=
    fun v b hb => mul_nonneg (div_nonneg (hJ b hb) (by norm_num))
      (Finset.sum_nonneg fun s _ => sq_nonneg _)
  refine ⟨hamiltonian_hermitian hE, fun v => ?_, fun v => ⟨fun h b hb hp => ?_, fun h => ?_⟩⟩
  · rw [energy_eq_sum_sq hE]
    exact Complex.zero_le_real.2 (Finset.sum_nonneg (hterm v))
  · -- zero energy forces every non-negative bond term to vanish
    have e := energy_eq_sum_sq (J := J) hE v
    rw [h, dotProduct_zero] at e
    have e1 := Complex.ofReal_eq_zero.1 e.symm
    have e2 := (Finset.sum_eq_zero_iff_of_nonneg (hterm v)).1 e1 b hb
    have e3 := (mul_eq_zero.1 e2).resolve_left (div_pos hp (by norm_num)).ne'
    funext s
    have e4 := (Finset.sum_eq_zero_iff_of_nonneg (fun s _ => sq_nonneg _)).1 e3 s
      (Finset.mem_univ s)
    have e5 : v s - v (s ∘ Equiv.swap b.1 b.2) = 0 :=
      norm_eq_zero.1 ((pow_eq_zero_iff (two_ne_zero)).1 e4)
    exact (sub_eq_zero.1 e5).symm
  · funext s
    rw [hamiltonian_apply hE, Pi.zero_apply]
    refine Finset.sum_eq_zero fun b hb => ?_
    rcases (hJ b hb).eq_or_lt with h0 | hp
    · rw [← h0]
      simp
    · have e : v (s ∘ Equiv.swap b.1 b.2) = v s := congrFun (h b hb hp) s
      rw [e]
      simp
```

If positive bonds connect all sites, `hconn`, their swaps generate all permutations, because for distinct x, y, z

P_xz = P_yz P_xy P_yz

The proof follows this identity along paths, then builds each permutation from swaps. In exact diagonalisation of such a field-free spin-1/2 cluster with all J_b ≥ 0, the zero-energy eigenvectors must therefore be totally symmetric. If the code leaves out the constant and uses −Σ_b J_b Sᵢ·Sⱼ, the same eigenvectors have energy −Σ_b J_b/4.

```lean
/-- For non-negative couplings on a finite graph without loops, if the bonds with positive
coupling connect all sites, `H v = 0` exactly when `v` is
invariant under every permutation of the sites. -/
theorem connected_ground_states [Fintype ι] (hE : ∀ b ∈ E, b.1 ≠ b.2)
    (hJ : ∀ b ∈ E, 0 ≤ J b)
    (hconn : ∀ i j : ι, Relation.EqvGen (fun x y => (x, y) ∈ E ∧ 0 < J (x, y)) i j)
    (v : State ι) :
    hamiltonian E J v = 0 ↔ ∀ σ : Equiv.Perm ι, permute σ v = v := by
  rw [(ferromagnet_ground_states hE hJ).2.2 v]
  constructor
  · intro hv
    have one : permute (1 : Equiv.Perm ι) v = v := rfl
    have mul : ∀ σ τ : Equiv.Perm ι, permute σ v = v → permute τ v = v →
        permute (σ * τ) v = v := by
      intro σ τ hσ hτ
      funext s
      exact (congrFun hτ (s ∘ σ)).trans (congrFun hσ s)
    -- invariance under swaps propagates along paths of positive bonds
    have sw : ∀ i j : ι, Relation.EqvGen (fun x y => (x, y) ∈ E ∧ 0 < J (x, y)) i j →
        permute (Equiv.swap i j) v = v := by
      intro i j h
      induction h with
      | rel x y h => exact hv (x, y) h.1 h.2
      | refl x =>
        rw [Equiv.swap_self]
        exact one
      | symm x y _ ih =>
        rw [Equiv.swap_comm]
        exact ih
      | trans x y z _ _ ih1 ih2 =>
        by_cases hxy : x = y
        · rw [hxy]
          exact ih2
        · by_cases hxz : x = z
          · rw [hxz, Equiv.swap_self]
            exact one
          · have c : Equiv.swap x z = Equiv.swap y z * Equiv.swap x y * Equiv.swap y z := by
              rw [Equiv.swap_comm x z]
              exact (Equiv.swap_mul_swap_mul_swap hxy hxz).symm
            rw [c]
            exact mul _ _ (mul _ _ ih2 ih1) ih2
    -- every permutation is a product of swaps
    intro σ
    refine Equiv.Perm.swap_induction_on σ ?_ ?_
    · exact one
    · intro f x y _ ih
      exact mul _ _ (sw x y (hconn x y)) ih
  · intro h b _ _
    exact h (Equiv.swap b.1 b.2)
```

## Aligned spins, the singlet and one magnon

A product of equal spinors is unchanged by any swap, so H annihilates it for couplings of either sign.

```lean
/-- On a graph without loops and for couplings of any sign, `H` annihilates the product state with the same spinor on every site. -/
theorem hamiltonian_aligned [Fintype ι] (hE : ∀ b ∈ E, b.1 ≠ b.2) (χ : Fin 2 → ℂ) :
    hamiltonian E J (aligned χ) = 0 := by
  funext s
  rw [hamiltonian_apply hE, Pi.zero_apply]
  refine Finset.sum_eq_zero fun b _ => ?_
  have e : aligned χ (s ∘ Equiv.swap b.1 b.2) = aligned χ s :=
    Equiv.prod_comp (Equiv.swap b.1 b.2) (fun k => χ (s k))
  rw [e]
  simp
```

The singlet is odd under the swap, so one bond of coupling K gives

H v = (K/2)(v − (−v)) = K v

For K < 0 this energy is negative. The swap condition then holds vacuously, yet Hv ≠ 0, so non-negativity and the swap criterion can both fail without J ≥ 0.

```lean
/-- For two sites joined by one bond with coupling `K` of either sign, the singlet is a
non-zero eigenvector of `H` with eigenvalue `K`. -/
theorem hamiltonian_singlet (K : ℝ) :
    singlet ≠ 0 ∧
    hamiltonian ({(0, 1)} : Finset (Fin 2 × Fin 2)) (fun _ => K) singlet
      = (K : ℂ) • singlet := by
  constructor
  · intro h
    have e := congrFun h ![0, 1]
    simp [singlet] at e
  · have hE : ∀ b ∈ ({(0, 1)} : Finset (Fin 2 × Fin 2)), b.1 ≠ b.2 := by decide
    funext s
    rw [hamiltonian_apply hE, Finset.sum_singleton]
    -- the singlet is odd under the swap
    have odd : singlet (s ∘ Equiv.swap (0 : Fin 2) 1) = -singlet s := by
      simp only [singlet, Function.comp_apply, Equiv.swap_apply_left, Equiv.swap_apply_right]
      generalize s 0 = x
      generalize s 1 = y
      fin_cases x <;> fin_cases y <;> simp
    show (K : ℂ) / 2 * (singlet s - singlet (s ∘ Equiv.swap (0 : Fin 2) 1))
      = (K : ℂ) * singlet s
    rw [odd]
    ring
```

A swap carries a flipped spin from one end of the bond to the other. For J ≥ 0, a one-magnon state therefore has Hv = 0 exactly when φ(i) = φ(j) on every positive bond. The proof compares amplitudes on one-flip configurations; all other amplitudes are zero.

```lean
/-- For non-negative couplings on a graph without loops, `H` annihilates a one-magnon state exactly when its amplitude
takes equal values at the two ends of every bond with positive coupling. -/
theorem magnon_zero_energy [Fintype ι] (hE : ∀ b ∈ E, b.1 ≠ b.2) (hJ : ∀ b ∈ E, 0 ≤ J b)
    (φ : ι → ℂ) :
    hamiltonian E J (magnon φ) = 0 ↔ ∀ b ∈ E, 0 < J b → φ b.1 = φ b.2 := by
  -- a swap moves the flipped spin
  have comp : ∀ i j k : ι, oneFlip k ∘ Equiv.swap i j = oneFlip (Equiv.swap i j k) := by
    intro i j k
    funext x
    have t : (Equiv.swap i j x = k) ↔ (x = Equiv.swap i j k) := by
      constructor <;> rintro rfl <;> simp
    show (if Equiv.swap i j x = k then (1 : Fin 2) else 0)
      = if x = Equiv.swap i j k then (1 : Fin 2) else 0
    exact if_congr t rfl rfl
  have val : ∀ k : ι, magnon φ (oneFlip k) = φ k := by
    intro k
    show ∑ l, (if oneFlip k = oneFlip l then φ l else 0) = φ k
    rw [Finset.sum_eq_single k, if_pos rfl]
    · intro l _ hl
      refine if_neg fun h => ?_
      have t := congrFun h l
      simp [oneFlip, hl] at t
    · intro h
      exact absurd (Finset.mem_univ k) h
  have zero : ∀ t : Config ι, (¬∃ k, t = oneFlip k) → magnon φ t = 0 :=
    fun t ht => Finset.sum_eq_zero fun l _ => if_neg fun h => ht ⟨l, h⟩
  rw [(ferromagnet_ground_states hE hJ).2.2 (magnon φ)]
  constructor
  · intro h b hb hp
    have e : magnon φ (oneFlip b.1 ∘ Equiv.swap b.1 b.2) = magnon φ (oneFlip b.1) :=
      congrFun (h b hb hp) (oneFlip b.1)
    rw [comp, val, val, Equiv.swap_apply_left] at e
    exact e.symm
  · intro h b hb hp
    have e := h b hb hp
    funext s
    show magnon φ (s ∘ Equiv.swap b.1 b.2) = magnon φ s
    by_cases hs : ∃ k, s = oneFlip k
    · obtain ⟨k, rfl⟩ := hs
      rw [comp, val, val]
      by_cases h1 : k = b.1
      · rw [h1, Equiv.swap_apply_left, e]
      · by_cases h2 : k = b.2
        · rw [h2, Equiv.swap_apply_right, e]
        · rw [Equiv.swap_apply_of_ne_of_ne h1 h2]
    · have hs' : ¬∃ k, s ∘ Equiv.swap b.1 b.2 = oneFlip k := by
        rintro ⟨k, hk⟩
        refine hs ⟨Equiv.swap b.1 b.2 k, ?_⟩
        rw [← comp, ← hk]
        funext x
        simp
      rw [zero s hs, zero _ hs']

end

end HeisenbergFerromagnet
```

```lean
#print axioms HeisenbergFerromagnet.ferromagnet_ground_states
#print axioms HeisenbergFerromagnet.connected_ground_states
#print axioms HeisenbergFerromagnet.hamiltonian_singlet
#print axioms HeisenbergFerromagnet.magnon_zero_energy
```

```
'HeisenbergFerromagnet.ferromagnet_ground_states' depends on axioms: [propext, Classical.choice, Quot.sound]
'HeisenbergFerromagnet.connected_ground_states' depends on axioms: [propext, Classical.choice, Quot.sound]
'HeisenbergFerromagnet.hamiltonian_singlet' depends on axioms: [propext, Classical.choice, Quot.sound]
'HeisenbergFerromagnet.magnon_zero_energy' depends on axioms: [propext, Classical.choice, Quot.sound]
```
